# In a bounded potential of compact support on three-dimensional space, a diffuse Gaussian's energy approaches zero from above

Take a single electron with no potential at all, in the normalized Gaussian state proportional to $e^{-ar^2}$ with $a>0$. Its energy is purely kinetic and equals $3a/2$ in atomic units. This is positive, and a small enough $a$ brings it as close to zero as desired, although nothing is there to hold the electron.

Now add a spherical well of radius 1 and depth $v>0$. The probability density is nowhere larger than $(2a/\pi)^{3/2}$, so the well lowers the energy by at most $v\cdot\frac{4\pi}{3}(2a/\pi)^{3/2}$. As $a\to0^+$ this shrinks like $a^{3/2}$, faster than the kinetic energy, and the total energy becomes positive however deep the well is.

The same comparison works for every bounded, measurable potential $V$ of compact support. Zero is the energy of an electron at rest far away, which is the detachment threshold when $V$ models the attraction of a neutral molecule.

## The state and its energy

```lean
import Mathlib

open MeasureTheory Filter Topology
open scoped Real

namespace DiffuseGaussianThreshold

noncomputable section

/-- Three-dimensional Euclidean space. -/
abbrev Space := EuclideanSpace ℝ (Fin 3)
```

`Space` is ordinary three-dimensional space with its Euclidean length, written `‖x‖` in Lean and $r$ below.

```lean
/-- The Gaussian `(2a/π)^(3/4) exp(-a r²)`, for exponents `a > 0`. -/
def gaussian (a : ℝ) (x : Space) : ℝ :=
  (2 * a / π) ^ (3 / 4 : ℝ) * Real.exp (-a * ‖x‖ ^ 2)
```

This is the trial function
$$\psi_a(x)=\left(\frac{2a}{\pi}\right)^{3/4}e^{-ar^2},$$
centred at the origin. The definition accepts any real $a$; the energy theorems assume $a>0$.

```lean
/-- Kinetic energy of a real wavefunction in atomic units: half the integral of `|∇ψ|²`. -/
def kinetic (ψ : Space → ℝ) : ℝ := 1 / 2 * ∫ x, ‖gradient ψ x‖ ^ 2
```

The kinetic energy is $T[\psi]=\frac12\int|\nabla\psi|^2\,d^3x$, with electron mass and $\hbar$ set to 1. The argument `ψ : Space → ℝ` is a real wavefunction.

```lean
/-- Potential energy of a real wavefunction: the integral of `V ψ²`. -/
def potential (V ψ : Space → ℝ) : ℝ := ∫ x, V x * ψ x ^ 2
```

The potential energy is $\langle V\rangle=\int V\psi^2\,d^3x$, for a fixed external potential $V$.

```lean
/-- Energy of a real wavefunction in the potential `V`: kinetic plus potential energy. -/
def energy (V ψ : Space → ℝ) : ℝ := kinetic ψ + potential V ψ
```

The energy is the sum of the two. Below, $E(a)$ stands for `energy V (gaussian a)`.

```lean
/-- The spherical well of radius 1: the potential is `-v` inside and zero outside. -/
def well (v : ℝ) : Space → ℝ := (Metric.closedBall 0 1).indicator fun _ => -v
```

The example potential is $-v$ for $r\le1$ and zero elsewhere. The `indicator` of a set keeps a function's values on the set and replaces them by zero outside.

## Normalization and the kinetic energy $3a/2$

```lean
/-- For `a > 0` the probability density is `(2a/π)^(3/2) exp(-2a r²)`. -/
theorem gaussian_sq {a : ℝ} (ha : 0 < a) (x : Space) :
    gaussian a x ^ 2 = (2 * a / π) ^ (3 / 2 : ℝ) * Real.exp (-(2 * a) * ‖x‖ ^ 2) := by
  have h1 : ((2 * a / π) ^ (3 / 4 : ℝ)) ^ 2 = (2 * a / π) ^ (3 / 2 : ℝ) := by
    rw [pow_two, ← Real.rpow_add (by positivity)]
    norm_num
  have h2 : Real.exp (-a * ‖x‖ ^ 2) ^ 2 = Real.exp (-(2 * a) * ‖x‖ ^ 2) := by
    rw [pow_two, ← Real.exp_add]
    congr 1
    ring
  rw [gaussian, mul_pow, h1, h2]
```

Squaring doubles both exponents:
$$\psi_a^2=\left(\frac{2a}{\pi}\right)^{3/2}e^{-2ar^2}.$$
In the proof, `h1` treats the prefactor and `h2` the exponential.

```lean
/-- For `a > 0` the Gaussian is normalized. -/
theorem gaussian_normalized {a : ℝ} (ha : 0 < a) : ∫ x, gaussian a x ^ 2 = 1 := by
  simp only [gaussian_sq ha, integral_const_mul]
  rw [GaussianFourier.integral_rexp_neg_mul_sq_norm (by positivity : 0 < 2 * a),
    finrank_euclideanSpace_fin, Nat.cast_ofNat,
    ← Real.mul_rpow (by positivity) (by positivity),
    show 2 * a / π * (π / (2 * a)) = 1 by
      rw [div_mul_div_comm, mul_comm π, div_self (by positivity)], Real.one_rpow]
```

The three-dimensional Gaussian integral is $\int e^{-cr^2}d^3x=(\pi/c)^{3/2}$ for $c>0$. With $c=2a$ it cancels the prefactor, so $\int\psi_a^2\,d^3x=1$. Mathlib supplies the integral, and the remaining lines carry out the cancellation.

```lean
/-- The gradient of the Gaussian is `-2a ψ(x) x`. -/
theorem gradient_gaussian (a : ℝ) (x : Space) :
    gradient (gaussian a) x = (-(2 * a) * gaussian a x) • x := by
  have h : HasFDerivAt (gaussian a) _ x :=
    (((hasStrictFDerivAt_norm_sq x).hasFDerivAt.const_mul (-a)).exp).const_mul
      ((2 * a / π) ^ (3 / 4 : ℝ))
  apply HasGradientAt.gradient
  rw [hasGradientAt_iff_hasFDerivAt]
  refine h.congr_fderiv (ContinuousLinearMap.ext fun y => ?_)
  change (2 * a / π) ^ (3 / 4 : ℝ) * (Real.exp (-a * ‖x‖ ^ 2) * (-a * (2 • inner ℝ x y)))
    = inner ℝ ((-(2 * a) * gaussian a x) • x) y
  rw [real_inner_smul_left, gaussian, nsmul_eq_mul]
  push_cast
  ring
```

Since $\nabla r^2=2x$, the chain rule gives $\nabla\psi_a=-2a\,\psi_a\,x$. The symbol `•` multiplies a vector by a number. Lean first obtains the derivative as a linear map on displacements $y$, in `h`, and then checks that this map is the inner product of $y$ with the claimed gradient.

```lean
/-- For `b > 0` the mean of `r²` under the weight `exp(-b r²)` is `3/(2b)`. -/
theorem second_moment {b : ℝ} (hb : 0 < b) :
    ∫ x : Space, ‖x‖ ^ 2 * Real.exp (-b * ‖x‖ ^ 2)
      = 3 / (2 * b) * ∫ x : Space, Real.exp (-b * ‖x‖ ^ 2) := by
  -- the radial integrals are related by the recursion of the Gamma function
  have half : ∫ r in Set.Ioi (0 : ℝ), r ^ 4 * Real.exp (-b * r ^ 2)
      = 3 / (2 * b) * ∫ r in Set.Ioi (0 : ℝ), r ^ 2 * Real.exp (-b * r ^ 2) := by
    have m4 := integral_rpow_mul_exp_neg_mul_rpow (p := 2) (q := 4)
      (by norm_num) (by norm_num) hb
    have m2 := integral_rpow_mul_exp_neg_mul_rpow (p := 2) (q := 2)
      (by norm_num) (by norm_num) hb
    simp only [Real.rpow_ofNat] at m4 m2
    have hG : Real.Gamma ((4 + 1) / 2) = 3 / 2 * Real.Gamma ((2 + 1) / 2) := by
      rw [show ((4 : ℝ) + 1) / 2 = (2 + 1) / 2 + 1 by norm_num,
        Real.Gamma_add_one (by norm_num)]
      norm_num
    have hB : b ^ (-((4 : ℝ) + 1) / 2) = b ^ (-((2 : ℝ) + 1) / 2) / b := by
      rw [show -((4 : ℝ) + 1) / 2 = -(2 + 1) / 2 - 1 by norm_num, Real.rpow_sub_one hb.ne']
    rw [m4, m2, hG, hB]
    ring
  -- pass to spherical coordinates
  have h1 : ∫ x : Space, ‖x‖ ^ 2 * Real.exp (-b * ‖x‖ ^ 2) = _ :=
    integral_fun_norm_addHaar volume fun r : ℝ => r ^ 2 * Real.exp (-b * r ^ 2)
  have h0 : ∫ x : Space, Real.exp (-b * ‖x‖ ^ 2) = _ :=
    integral_fun_norm_addHaar volume fun r : ℝ => Real.exp (-b * r ^ 2)
  simp only [finrank_euclideanSpace_fin, smul_eq_mul, nsmul_eq_mul, Nat.reduceSub,
    ← mul_assoc, ← pow_add, Nat.reduceAdd] at h1 h0
  rw [h1, h0, half]
  ring
```

For $b>0$ the claim is
$$\int r^2e^{-br^2}d^3x=\frac{3}{2b}\int e^{-br^2}d^3x.$$
In spherical coordinates both sides carry the same angular factor, and the volume element adds $r^2$, so the radial integrals to compare have powers $r^4$ and $r^2$. They follow from
$$\int_0^\infty r^q e^{-br^2}dr=\tfrac12\,b^{-(q+1)/2}\,\Gamma\!\left(\tfrac{q+1}{2}\right),\qquad q=4,\,2.$$
Because $\Gamma(5/2)=\frac32\Gamma(3/2)$, and the powers of $b$ differ by a factor $1/b$, the ratio is $3/(2b)$. In Lean, `m4` and `m2` are the two integrals, `hG` is the Gamma recursion and `hB` compares the powers of $b$. The steps `h1` and `h0` pass to spherical coordinates.

```lean
/-- For `a > 0` the kinetic energy of the normalized Gaussian is `3a/2`. -/
theorem kinetic_gaussian {a : ℝ} (ha : 0 < a) : kinetic (gaussian a) = 3 * a / 2 := by
  have hg : ∀ x, ‖gradient (gaussian a) x‖ ^ 2 = 4 * a ^ 2 * (2 * a / π) ^ (3 / 2 : ℝ) *
      (‖x‖ ^ 2 * Real.exp (-(2 * a) * ‖x‖ ^ 2)) := by
    intro x
    rw [gradient_gaussian, norm_smul, mul_pow, Real.norm_eq_abs, sq_abs, mul_pow,
      gaussian_sq ha]
    ring
  have hn := gaussian_normalized ha
  simp only [gaussian_sq ha, integral_const_mul] at hn
  simp only [kinetic, hg, integral_const_mul]
  rw [second_moment (by positivity : 0 < 2 * a)]
  set I := ∫ x : Space, Real.exp (-(2 * a) * ‖x‖ ^ 2)
  set N := (2 * a / π) ^ (3 / 2 : ℝ)
  have hk : 4 * a ^ 2 * (3 / (2 * (2 * a))) = 3 * a := by
    rw [← mul_div_assoc, div_eq_iff (by positivity)]
    ring
  linear_combination (3 * a / 2) * hn + (1 / 2 * N * I) * hk
```

The gradient formula gives $|\nabla\psi_a|^2=4a^2r^2\psi_a^2$, which is `hg`. The density has the weight $e^{-2ar^2}$, so the second moment applies with $b=2a$ and gives $\langle r^2\rangle=3/(4a)$. Therefore
$$T=\frac12\cdot4a^2\cdot\frac{3}{4a}=\frac{3a}{2}.$$
The final `linear_combination` combines the normalization `hn` with the arithmetic identity `hk`.

## The potential energy is at most of order $a^{3/2}$

```lean
/-- For `a > 0` and integrable `V`, the potential energy of the Gaussian is at most
`(2a/π)^(3/2) ∫ |V|` in absolute value. -/
theorem potential_bound {V : Space → ℝ} (hV : Integrable V) {a : ℝ} (ha : 0 < a) :
    |potential V (gaussian a)| ≤ (2 * a / π) ^ (3 / 2 : ℝ) * ∫ x, |V x| := by
  rw [potential, ← integral_const_mul, ← Real.norm_eq_abs]
  refine norm_integral_le_of_norm_le (hV.abs.const_mul _) (ae_of_all _ fun x => ?_)
  have he : Real.exp (-(2 * a) * ‖x‖ ^ 2) ≤ 1 :=
    Real.exp_le_one_iff.2 (by nlinarith [mul_nonneg ha.le (sq_nonneg ‖x‖)])
  rw [Real.norm_eq_abs, abs_mul, abs_of_nonneg (sq_nonneg (gaussian a x)),
    gaussian_sq ha, mul_comm]
  exact mul_le_mul_of_nonneg_right (mul_le_of_le_one_right (by positivity) he) (abs_nonneg _)
```

The hypothesis `Integrable V` says that $V$ is measurable, up to a set of volume zero, and that $\int|V|\,d^3x$ is finite. Since $e^{-2ar^2}\le1$, which is `he`,
$$|\langle V\rangle|\le\int|V|\,\psi_a^2\,d^3x\le\left(\frac{2a}{\pi}\right)^{3/2}\int|V|\,d^3x.$$
The potential may have either sign and need not be centred where the Gaussian is. A Coulomb potential $-Z/r$ is not integrable over all space and falls outside the hypothesis, as does a dipole tail proportional to $1/r^2$.

```lean
/-- For integrable `V`, the ratio `E(a)/a` of the Gaussian's energy to its exponent tends
to `3/2` as `a` tends to zero from above. -/
theorem energy_ratio_tendsto {V : Space → ℝ} (hV : Integrable V) :
    Tendsto (fun a => energy V (gaussian a) / a) (𝓝[>] 0) (𝓝 (3 / 2)) := by
  have hc : Continuous fun a : ℝ => 2 / π * √(2 * a / π) * ∫ x, |V x| := by fun_prop
  -- the potential energy vanishes faster than the exponent
  have h0 : Tendsto (fun a => potential V (gaussian a) / a) (𝓝[>] 0) (𝓝 0) := by
    refine squeeze_zero_norm' ?_ ((hc.tendsto' 0 0 (by simp)).mono_left nhdsWithin_le_nhds)
    filter_upwards [self_mem_nhdsWithin] with a ha
    have ha : 0 < a := ha
    have hb := potential_bound hV ha
    rw [show (3 / 2 : ℝ) = 1 + 1 / 2 by norm_num, Real.rpow_add (by positivity),
      Real.rpow_one, ← Real.sqrt_eq_rpow] at hb
    rw [Real.norm_eq_abs, abs_div, abs_of_pos ha, div_le_iff₀ ha]
    exact hb.trans_eq (by ring)
  have h := h0.const_add (3 / 2)
  rw [add_zero] at h
  refine h.congr' ?_
  filter_upwards [self_mem_nhdsWithin] with a ha
  have ha : 0 < a := ha
  rw [energy, kinetic_gaussian ha, add_div, div_right_comm, mul_div_cancel_right₀ _ ha.ne']
```

`Tendsto f (𝓝[>] 0) (𝓝 (3 / 2))` reads "$f(a)\to3/2$ as $a\to0^+$". Dividing the energy by $a$ gives
$$\frac{E(a)}{a}=\frac32+\frac{\langle V\rangle}{a},\qquad \left|\frac{\langle V\rangle}{a}\right|\le\frac2\pi\sqrt{\frac{2a}{\pi}}\int|V|\,d^3x\to0.$$
The step `h0` is this squeeze; `hc` provides the continuity that sends the bound to zero. The last lines add the constant $3/2$ and identify the sum with $E(a)/a$ for $a>0$.

## Approach to the threshold

```lean
/-- For bounded, measurable, compactly supported `V`, as `a` tends to zero from above `E(a)/a` tends
to `3/2`, `E(a)` tends to zero, and `E(a)` is eventually positive, where `E(a)` is the energy in `V`
of the Gaussian with exponent `a`. -/
theorem diffuse_energy_threshold {V : Space → ℝ} (hm : Measurable V)
    (hs : HasCompactSupport V) {C : ℝ} (hC : ∀ x, |V x| ≤ C) :
    Tendsto (fun a => energy V (gaussian a) / a) (𝓝[>] 0) (𝓝 (3 / 2)) ∧
    Tendsto (fun a => energy V (gaussian a)) (𝓝[>] 0) (𝓝 0) ∧
    ∀ᶠ a in 𝓝[>] 0, 0 < energy V (gaussian a) := by
  have hV : Integrable V := (integrableOn_iff_integrable_of_support_subset
    (subset_tsupport V)).1 (Measure.integrableOn_of_bounded (M := C)
      hs.isCompact.measure_lt_top.ne hm.aestronglyMeasurable (ae_of_all _ hC))
  have h := energy_ratio_tendsto hV
  refine ⟨h, ?_, ?_⟩
  · have hid : Tendsto (fun a : ℝ => a) (𝓝[>] 0) (𝓝 0) :=
      tendsto_id.mono_left nhdsWithin_le_nhds
    have hm := h.mul hid
    rw [mul_zero] at hm
    refine hm.congr' ?_
    filter_upwards [self_mem_nhdsWithin] with a ha
    exact div_mul_cancel₀ _ (ne_of_gt ha)
  · filter_upwards [self_mem_nhdsWithin,
      h.eventually (lt_mem_nhds (by norm_num : (0 : ℝ) < 3 / 2))] with a ha hp
    have ha : 0 < a := ha
    have hq := mul_pos hp ha
    rwa [div_mul_cancel₀ _ (ne_of_gt ha)] at hq
```

The hypotheses describe a short-range model potential, without the Coulomb singularities and long-range tail of a real molecule: $V$ is measurable (`hm`), vanishes outside a bounded region (`hs`) and satisfies $|V|\le C$ (`hC`). Then $\int|V|\,d^3x$ is at most $C$ times the volume of the support, so $V$ is integrable; this is `hV`. The first conclusion is the previous theorem.

For the second, write $E(a)=\frac{E(a)}{a}\cdot a\to\frac32\cdot0=0$. For the third, $E(a)/a$ is positive once it is close enough to $3/2$, and multiplying by $a>0$ keeps the sign. The notation `∀ᶠ a in 𝓝[>] 0` means that there is some $a_0>0$ such that the statement holds for all $0<a<a_0$. This $a_0$ may depend on $V$.

For anion calculations, this one-electron model with a single Gaussian in a fixed potential shows that a small positive energy, shrinking as the function is made more diffuse, is no evidence of a bound state: the free electron behaves in the same way. Electron correlation and combinations of several basis functions lie beyond the model.

## A well that the diffuse functions fail to detect

```lean
/-- For every exponent `b > 0` there is a spherical well in which the Gaussian with exponent
`b` has negative energy, while all sufficiently diffuse Gaussians have positive energy. -/
theorem well_negative_and_diffuse_positive {b : ℝ} (hb : 0 < b) :
    ∃ v > 0, energy (well v) (gaussian b) < 0 ∧
      ∀ᶠ a in 𝓝[>] 0, 0 < energy (well v) (gaussian a) := by
  have hcont : Continuous fun x => gaussian b x ^ 2 := by
    unfold gaussian
    fun_prop
  have hpos : ∀ x, 0 < gaussian b x ^ 2 := fun x => by
    rw [gaussian_sq hb]
    positivity
  -- the probability of finding the particle inside the well is positive
  have hp : 0 < ∫ x in Metric.closedBall (0 : Space) 1, gaussian b x ^ 2 := by
    rw [setIntegral_pos_iff_support_of_nonneg_ae (ae_of_all _ fun x => (hpos x).le)
      (hcont.continuousOn.integrableOn_compact (isCompact_closedBall _ _)),
      show (Function.support fun x => gaussian b x ^ 2) = Set.univ from
        Set.eq_univ_of_forall fun x => (hpos x).ne', Set.univ_inter]
    exact Metric.measure_closedBall_pos volume _ one_pos
  set p := ∫ x in Metric.closedBall (0 : Space) 1, gaussian b x ^ 2 with hpdef
  refine ⟨(3 * b / 2 + 1) / p, by positivity, ?_, ?_⟩
  · have hw : ∀ v, potential (well v) (gaussian b) = -v * p := by
      intro v
      have hi : (fun x => well v x * gaussian b x ^ 2) =
          (Metric.closedBall 0 1).indicator fun x => -v * gaussian b x ^ 2 := by
        funext x
        by_cases hx : x ∈ Metric.closedBall (0 : Space) 1
        · simp only [well, Set.indicator_of_mem hx]
        · simp only [well, Set.indicator_of_notMem hx, zero_mul]
      rw [potential, hi, integral_indicator measurableSet_closedBall, integral_const_mul]
    rw [energy, kinetic_gaussian hb, hw, neg_mul, div_mul_cancel₀ _ hp.ne']
    linarith
  · have hV : Integrable (well ((3 * b / 2 + 1) / p)) :=
      (integrable_indicator_iff measurableSet_closedBall).2
        (continuousOn_const.integrableOn_compact (isCompact_closedBall _ _))
    filter_upwards [self_mem_nhdsWithin,
      (energy_ratio_tendsto hV).eventually
        (lt_mem_nhds (by norm_num : (0 : ℝ) < 3 / 2))] with a ha hq
    have ha : 0 < a := ha
    have hr := mul_pos hq ha
    rwa [div_mul_cancel₀ _ (ne_of_gt ha)] at hr

end

end DiffuseGaussianThreshold
```

Let $p=\int_{r\le1}\psi_b^2\,d^3x$ be the probability of finding the electron inside the well. It is positive because the density is positive everywhere; this is `hp`. The potential energy is $-vp$, which is `hw`, so the energy is $3b/2-vp$. The choice $v=(3b/2+1)/p$ makes it exactly $-1$. The well is integrable, so the limit $E(a)/a\to3/2$ makes the energy positive for all sufficiently small $a$.

By the variational principle, which the file does not formalize, the negative value means that this well binds an electron. A positive energy from a diffuse Gaussian therefore does not rule out binding either.

Numbers make the change of sign visible. Take depth $v=4$ and exponent $b=1$. The probability inside the well is
$$p=\operatorname{erf}(\sqrt2)-2\sqrt{\tfrac{2}{\pi}}\,e^{-2}\approx0.9545-0.2160=0.7385,$$
so $E(1)\approx1.5-4\times0.7385\approx-1.45$ hartree.

In the same well, let $a=0.01$. The kinetic energy is $0.015$, and the potential energy is at most
$$4\cdot\frac{4\pi}{3}\left(\frac{0.02}{\pi}\right)^{3/2}\approx0.0085$$
in absolute value. Hence $E(0.01)$ lies between about $0.0065$ and $0.015$ hartree. At $a=0.0001$ the kinetic energy has fallen by a factor of 100 and the bound on the potential energy by a factor of 1000, so $E(a)/a$ lies between about $1.41$ and $1.5$.

```lean
#print axioms DiffuseGaussianThreshold.diffuse_energy_threshold
-- 'DiffuseGaussianThreshold.diffuse_energy_threshold' depends on axioms: [propext, Classical.choice, Quot.sound]
#print axioms DiffuseGaussianThreshold.well_negative_and_diffuse_positive
-- 'DiffuseGaussianThreshold.well_negative_and_diffuse_positive' depends on axioms: [propext, Classical.choice, Quot.sound]
```
